# Velocity Verlet exactly conserves a modified energy for symmetric linear forces

Displace the atoms of a crystal slightly from their equilibrium positions and let them vibrate. In the harmonic approximation the force is $-Kq$, where $q$ collects the displacements and $K$ is the matrix of force constants. The exact motion keeps the total energy constant. A velocity Verlet simulation does not: the computed energy fluctuates, yet at a moderate time step $h$ the fluctuation stays bounded over very long runs. This suggests that the integrator holds some nearby quantity fixed.

For unit masses and symmetric $K$, one such quantity is

$$S(q,p) = p\cdot p + q\cdot Kq - \tfrac{h^2}{4}\,|Kq|^2,$$

with $p$ the momenta. It is twice the energy, less a correction of order $h^2$.

## One step of the integrator

```lean
import Mathlib

open Matrix

namespace VerletShadowInvariant

noncomputable section

variable {n : Type*} [Fintype n]
```

Mathlib is Lean's mathematical library. The type `n` labels the coordinates, three per atom in a crystal, and `Fintype n` says that there are finitely many. Three symbols recur below: `*ᵥ` is matrix times vector, `⬝ᵥ` is the dot product, and `•` is number times vector.

```lean
/-- A phase-space point: the positions `q` and the momenta `p`. -/
abbrev Phase (n : Type*) := (n → ℝ) × (n → ℝ)
```

A phase point is a pair $(q,p)$ of real vectors. For `z : Phase n`, the positions are `z.1` and the momenta `z.2`.

```lean
/-- The momentum at mid-step, after half a kick by the force `-K q`. -/
def midMomentum (h : ℝ) (K : Matrix n n ℝ) (z : Phase n) : n → ℝ :=
  z.2 - (h / 2) • (K *ᵥ z.1)
```

This is the half kick, $P = p - \tfrac h2 Kq$. The masses are one, so momentum and velocity coincide; other positive masses can be absorbed by mass-weighted coordinates.

```lean
/-- The position after drifting for a time `h` with the mid-step momentum (unit masses). -/
def newPosition (h : ℝ) (K : Matrix n n ℝ) (z : Phase n) : n → ℝ :=
  z.1 + h • midMomentum h K z
```

The drift takes the positions to $q' = q + hP$.

```lean
/-- One velocity Verlet step: half kick, drift, half kick with the new force. -/
def verletStep (h : ℝ) (K : Matrix n n ℝ) (z : Phase n) : Phase n :=
  (newPosition h K z, midMomentum h K z - (h / 2) • (K *ᵥ newPosition h K z))
```

The step returns $(q',p')$ with $p' = P - \tfrac h2 Kq'$, the second half kick using the force at the new position. The entries are real numbers, so rounding error is not modelled.

## The energy and its shadow

```lean
/-- The true energy, kinetic plus harmonic potential. -/
def energy (K : Matrix n n ℝ) (z : Phase n) : ℝ :=
  (z.2 ⬝ᵥ z.2 + z.1 ⬝ᵥ K *ᵥ z.1) / 2
```

This is $E = \tfrac12(p\cdot p + q\cdot Kq)$. It is the mechanical energy when $K$ is symmetric, since only then is $-Kq$ the force of this potential.

```lean
/-- The shadow invariant: twice the true energy, less `h² / 4` times the squared force. -/
def shadow (h : ℝ) (K : Matrix n n ℝ) (z : Phase n) : ℝ :=
  z.2 ⬝ᵥ z.2 + z.1 ⬝ᵥ K *ᵥ z.1 - h ^ 2 / 4 * ((K *ᵥ z.1) ⬝ᵥ (K *ᵥ z.1))
```

This is $S$ as given above, so that $S = 2E - \tfrac{h^2}{4}|Kq|^2$. The name recalls the shadow Hamiltonian, whose exact flow would pass through the computed points. The theorems below concern the conservation of $S$ and make no statement about such a flow.

## Two expressions at mid-step

```lean
/-- Before the step, the shadow invariant is the squared mid-step momentum plus the
product of the new position with `K` applied to the old one. -/
theorem shadow_before (h : ℝ) (K : Matrix n n ℝ) (z : Phase n) :
    shadow h K z = midMomentum h K z ⬝ᵥ midMomentum h K z
      + newPosition h K z ⬝ᵥ K *ᵥ z.1 := by
  simp only [shadow, newPosition, midMomentum, sub_dotProduct, dotProduct_sub,
    add_dotProduct, smul_dotProduct, dotProduct_smul, smul_eq_mul]
  rw [dotProduct_comm (K *ᵥ z.1) z.2]
  ring
```

A theorem in Lean is a statement followed, after `:= by`, by its proof. This one says $S(q,p) = P\cdot P + q'\cdot Kq$ for any square $K$. By hand, insert $p = P + \tfrac h2 Kq$:

$$p\cdot p = P\cdot P + h\,P\cdot Kq + \tfrac{h^2}{4}|Kq|^2.$$

The last term cancels the correction in $S$, leaving

$$S(q,p) = P\cdot P + (q + hP)\cdot Kq = P\cdot P + q'\cdot Kq.$$

In Lean, `simp only` expands the dot products, `dotProduct_comm` gives the mixed product a single order, and `ring` checks the remaining algebra.

```lean
/-- After the step, the shadow invariant is the squared mid-step momentum plus the
product of the old position with `K` applied to the new one. -/
theorem shadow_after (h : ℝ) (K : Matrix n n ℝ) (z : Phase n) :
    shadow h K (verletStep h K z) = midMomentum h K z ⬝ᵥ midMomentum h K z
      + z.1 ⬝ᵥ K *ᵥ newPosition h K z := by
  -- the drift, paired with an arbitrary vector
  have drift : ∀ v : n → ℝ, newPosition h K z ⬝ᵥ v
      = z.1 ⬝ᵥ v + h * (midMomentum h K z ⬝ᵥ v) := by
    intro v
    simp only [newPosition, add_dotProduct, smul_dotProduct, smul_eq_mul]
  have e := drift (K *ᵥ newPosition h K z)
  simp only [shadow, verletStep, sub_dotProduct, dotProduct_sub,
    smul_dotProduct, dotProduct_smul, smul_eq_mul]
  rw [dotProduct_comm (K *ᵥ newPosition h K z) (midMomentum h K z)]
  linear_combination e
```

After the step, $S(q',p') = P\cdot P + q\cdot Kq'$, again for any $K$. Now $p' = P - \tfrac h2 Kq'$ gives

$$p'\cdot p' = P\cdot P - h\,P\cdot Kq' + \tfrac{h^2}{4}|Kq'|^2,$$

and therefore

$$S(q',p') = P\cdot P + (q' - hP)\cdot Kq' = P\cdot P + q\cdot Kq'.$$

The auxiliary statement `drift` is $q'\cdot v = q\cdot v + h\,P\cdot v$ for every vector $v$. The proof takes $v = Kq'$, and `linear_combination` checks that the expanded goal follows from that equation.

## Symmetry closes the gap

```lean
/-- A symmetric force matrix gives a symmetric bilinear form. -/
theorem form_symm {K : Matrix n n ℝ} (hK : K.IsSymm) (x y : n → ℝ) :
    x ⬝ᵥ K *ᵥ y = y ⬝ᵥ K *ᵥ x := by
  rw [Matrix.dotProduct_mulVec, ← Matrix.mulVec_transpose, hK.eq, dotProduct_comm]
```

The hypothesis `K.IsSymm` means $K^{T} = K$. It gives $x\cdot Ky = (K^{T}x)\cdot y = (Kx)\cdot y = y\cdot Kx$, and the rewrites follow this chain.

```lean
/-- Velocity Verlet with the force `-K q`, `K` symmetric, conserves the shadow invariant
exactly, for every step size `h` and any number `N` of steps. -/
theorem shadow_conserved (h : ℝ) {K : Matrix n n ℝ} (hK : K.IsSymm) (N : ℕ) (z : Phase n) :
    shadow h K ((verletStep h K)^[N] z) = shadow h K z := by
  induction N with
  | zero => rfl
  | succ N ih =>
    -- the two mid-step forms differ only by exchanging old and new position
    rw [Function.iterate_succ_apply', shadow_after, form_symm hK, ← shadow_before, ih]
```

The notation `(verletStep h K)^[N] z` means $N$ steps applied to the starting point `z`. The theorem says that $S$ then has its initial value, for every real $h$, every natural number $N$ and every starting point. Nothing requires $K$ to be positive, so $S$ is conserved even when the trajectory runs away.

By hand, the two mid-step expressions differ only in $q'\cdot Kq$ against $q\cdot Kq'$, which symmetry makes equal. One step therefore conserves $S$, and induction on $N$ gives the rest.

The induction turns on `Function.iterate_succ_apply'`. It writes $N+1$ steps as one step applied to the result of $N$ steps, so the last step stands outermost. There `shadow_after` applies, `form_symm` exchanges the old and new positions, and `shadow_before`, read from right to left because of the arrow `←`, restores $S$ at step $N$. The induction hypothesis `ih` finishes. The version without the prime takes the first step off instead; the hypothesis would then be needed at a different starting point.

The same argument gives an invariant for the position form of Verlet, $q_{k+1} = 2q_k - q_{k-1} - h^2Kq_k$ with $h \neq 0$ and symmetric $K$. Since $P = (q_{k+1}-q_k)/h$, the quantity

$$\frac{|q_{k+1}-q_k|^2}{h^2} + q_{k+1}\cdot Kq_k$$

stays constant, and no velocities are needed to evaluate it. This corollary is derived here by hand and has no theorem in the file.

## What happens without symmetry

```lean
/-- For a nonzero step size, one Verlet step conserves the shadow invariant from every
initial state exactly when the force matrix is symmetric. -/
theorem shadow_conserved_iff_symm {h : ℝ} (hh : h ≠ 0) (K : Matrix n n ℝ) :
    (∀ z : Phase n, shadow h K (verletStep h K z) = shadow h K z) ↔ K.IsSymm := by
  classical
  constructor
  · intro H
    have key : ∀ x y : n → ℝ, x ⬝ᵥ K *ᵥ y = y ⬝ᵥ K *ᵥ x := by
      intro x y
      -- choose the momentum that carries `x` to `y` in one step
      let z : Phase n := (x, h⁻¹ • (y - x) + (h / 2) • (K *ᵥ x))
      have hy : newPosition h K z = y := by
        simp only [z, newPosition, midMomentum, add_sub_cancel_right,
          smul_inv_smul₀ hh, add_sub_cancel]
      have e := H z
      rw [shadow_after, shadow_before, hy] at e
      exact add_left_cancel e
    -- unit vectors read off the matrix entries
    refine Matrix.IsSymm.ext fun i j => ?_
    simpa using key (Pi.single j 1) (Pi.single i 1)
  · intro hK z
    exact shadow_conserved h hK 1 z
```

For $h \neq 0$, one step conserves $S$ from every initial state exactly when $K$ is symmetric. A linear force with a non-symmetric matrix has no potential, and for it this particular $S$ fails to be conserved from at least one state.

For the new direction, take any positions $x$ and $y$ and start at $x$ with momentum $p = (y-x)/h + \tfrac h2 Kx$. The half kick leaves $P = (y-x)/h$, and the drift arrives at $y$. Conservation, with the two mid-step expressions, then reads $x\cdot Ky = y\cdot Kx$. Lean builds this state as `z` and confirms the arrival in `hy`. Unit vectors, written `Pi.single`, turn the identity into $K_{ji} = K_{ij}$. The opposite direction is the previous theorem with $N = 1$.

## The error of the true energy

```lean
/-- For symmetric `K`, the error of the true energy after `N` Verlet steps is exactly `h² / 8` times
the change of the squared force. -/
theorem energy_error (h : ℝ) {K : Matrix n n ℝ} (hK : K.IsSymm) (N : ℕ) (z : Phase n) :
    energy K ((verletStep h K)^[N] z) - energy K z
      = h ^ 2 / 8 * ((K *ᵥ ((verletStep h K)^[N] z).1) ⬝ᵥ (K *ᵥ ((verletStep h K)^[N] z).1)
          - (K *ᵥ z.1) ⬝ᵥ (K *ᵥ z.1)) := by
  have e := shadow_conserved h hK N z
  simp only [shadow] at e
  simp only [energy]
  linear_combination e / 2
```

Write $q_N$ for the positions and $E_N$ for the energy after $N$ steps. Since $2E = S + \tfrac{h^2}{4}|Kq|^2$ and $S$ does not change,

$$E_N - E_0 = \tfrac{h^2}{8}\left(|Kq_N|^2 - |Kq_0|^2\right).$$

In Lean this is half the conservation equation, `e / 2`. For a harmonic system and a given time step, the energy error thus depends only on the forces at the two end points. It stays bounded as long as those forces do.

```lean
/-- Let `K` be symmetric and `0 < δ ≤ 1`. If `h² / 4` times the squared force is at most the
fraction `1 - δ` of `x · K x` at every position `x`, the true energy along a Verlet run never
exceeds its initial value divided by `δ`. -/
theorem energy_bounded (h : ℝ) {K : Matrix n n ℝ} (hK : K.IsSymm) {δ : ℝ}
    (hδ : 0 < δ) (hδ1 : δ ≤ 1)
    (hstable : ∀ x : n → ℝ, h ^ 2 / 4 * ((K *ᵥ x) ⬝ᵥ (K *ᵥ x)) ≤ (1 - δ) * (x ⬝ᵥ K *ᵥ x))
    (N : ℕ) (z : Phase n) :
    energy K ((verletStep h K)^[N] z) ≤ energy K z / δ := by
  have sq_nonneg' : ∀ v : n → ℝ, 0 ≤ v ⬝ᵥ v := fun v =>
    Finset.sum_nonneg fun i _ => mul_self_nonneg (v i)
  have e := shadow_conserved h hK N z
  generalize (verletStep h K)^[N] z = w at e ⊢
  rw [le_div_iff₀ hδ]
  simp only [shadow] at e
  simp only [energy]
  -- the shadow invariant lies below twice the initial energy
  have h0 : 0 ≤ h ^ 2 / 4 * ((K *ᵥ z.1) ⬝ᵥ (K *ᵥ z.1)) :=
    mul_nonneg (by positivity) (sq_nonneg' _)
  -- and above `δ` times twice the current energy
  have h1 := hstable w.1
  have h2 : 0 ≤ (1 - δ) * (w.2 ⬝ᵥ w.2) :=
    mul_nonneg (by linarith) (sq_nonneg' _)
  linarith

end

end VerletShadowInvariant
```

The last theorem bounds the energy under a stability condition `hstable`: for some $0 < \delta \le 1$ and all positions $x$,

$$\tfrac{h^2}{4}|Kx|^2 \le (1-\delta)\,x\cdot Kx.$$

Physically, the crystal must have no unstable modes, and the time step must lie below the stability limit set by the fastest vibration. For one oscillator of angular frequency $\omega > 0$, where $K = \omega^2$, the condition becomes $h^2\omega^2/4 \le 1-\delta$, which keeps $h\omega$ below 2. The theorem assumes the condition; for a given crystal it has to be checked from the force constants.

The conclusion is $E_N \le E_0/\delta$ for every $N$. With $p_N$ the momenta after $N$ steps, the condition at $x = q_N$ gives

$$S \ge p_N\cdot p_N + \delta\,q_N\cdot Kq_N \ge \delta\,(p_N\cdot p_N + q_N\cdot Kq_N) = 2\delta E_N,$$

where the second inequality uses $(1-\delta)\,p_N\cdot p_N \ge 0$. At the start, $S \le 2E_0$, because the correction only subtracts. Together these give $\delta E_N \le E_0$.

In the proof, `generalize` renames the final state `w`, since only its value of $S$ matters. The inequality `h0` is the bound at the start, `h1` is the stability condition at the final position, and `h2` is the kinetic inequality. `linarith` combines them with the conservation of $S$.

```lean
#print axioms VerletShadowInvariant.shadow_conserved
#print axioms VerletShadowInvariant.shadow_conserved_iff_symm
#print axioms VerletShadowInvariant.energy_error
#print axioms VerletShadowInvariant.energy_bounded
```

```
'VerletShadowInvariant.shadow_conserved' depends on axioms: [propext, Classical.choice, Quot.sound]
'VerletShadowInvariant.shadow_conserved_iff_symm' depends on axioms: [propext, Classical.choice, Quot.sound]
'VerletShadowInvariant.energy_error' depends on axioms: [propext, Classical.choice, Quot.sound]
'VerletShadowInvariant.energy_bounded' depends on axioms: [propext, Classical.choice, Quot.sound]
```
